# The resonance fields of F + BG are the real solutions of the eigenfield equation

## Levels, frequencies and fields

A spin system with $n$ basis states sits in a static magnetic field of fixed direction and variable strength $B$. Its Hamiltonian is

$$H(B)=F+BG ,$$

where the Hermitian $n\times n$ matrix $F$ holds the field-independent terms, such as hyperfine coupling and zero-field splitting, and the Hermitian matrix $G$ holds the Zeeman terms per unit field. In a continuous-wave EPR experiment the microwave frequency is fixed and $B$ is swept. The problem is to find the fields at which the microwave quantum matches a level spacing.

A *level* of $H$ is a real number $E$ with $Hv=Ev$ for some nonzero vector $v$. The letter $w$ denotes the microwave quantum in energy units, so it is $h\nu$ and not an angular frequency. A *resonance field* is a real $B$ for which $w=E-E'$ with $E,E'$ levels of $H(B)$. The two levels may coincide, which gives $w=0$. Negative $B$ means a reversed field. We write $[A,X]=AX-XA$.

## From level differences to an equation for the field

**Claim.** A real $B$ is a resonance field at $w$ if and only if some nonzero matrix $X$ satisfies

$$wX-[F,X]=B\,[G,X].$$

Since $[H,X]=[F,X]+B[G,X]$, this equation, called the *eigenfield equation*, says the same as $[H,X]=wX$. It remains to show that the latter has a nonzero solution exactly when $w$ is a difference of two levels.

Suppose $[H,X]=wX$ with $X\neq0$. If $Hv=Ev$, then

$$H(Xv)=(XH+wX)v=(E+w)\,Xv .$$

The eigenvectors of the Hermitian matrix $H$ form a basis. If $X$ sent all of them to zero, $X$ would be zero, so $Xv\neq0$ for some eigenvector $v$. Then $E+w$ and $E$ are both levels, and their difference is $w$.

Conversely, let $Hu=Eu$ and $Hv=E'v$ with $u,v\neq0$ and $E-E'=w$. Put $X=|u\rangle\langle v|$, with entries $X_{ij}=u_i\overline{v_j}$. It is nonzero. Since $H$ is Hermitian and $E'$ is real, $\langle v|H=E'\langle v|$, and so

$$HX-XH=E\,|u\rangle\langle v|-E'\,|u\rangle\langle v|=wX .$$

Now list the entries of $X$ as a vector with $n^2$ components, labelled by pairs $(i,j)$. The space of these vectors is called Liouville space. The commutator with $A$ becomes the matrix $A^\times=A\otimes1-1\otimes A^{T}$, because

$$\sum_{k,l}\left(A_{ik}\delta_{jl}-\delta_{ik}A_{lj}\right)X_{kl}=(AX)_{ij}-(XA)_{ij}.$$

A nonzero solution therefore exists exactly when

$$D(B)=\det\left(w-F^\times-B\,G^\times\right)=0 .$$

Every entry of this matrix is at most linear in $B$, so $D$ is a polynomial of degree at most $n^2$. If one field is off resonance, $D$ is not the zero polynomial, and there are at most $n^2$ resonance fields.

For field-swept spectra of a finite spin system with a Hamiltonian linear in $B$, this replaces a search along the field axis by a matrix problem of size $n^2$.

## An avoided crossing with numbers

Take two states with

$$F=\tfrac12\begin{pmatrix}0&3\\3&0\end{pmatrix},\qquad G=\tfrac12\begin{pmatrix}1&0\\0&-1\end{pmatrix},\qquad w=5 .$$

The levels are $\pm\tfrac12\sqrt{9+B^2}$, so resonance requires $9+B^2=25$, that is, $B=\pm4$. The four level differences are $0,0,\pm\sqrt{9+B^2}$, which gives $D(B)=25\,(16-B^2)$, with the same zeros.

At $B=4$ the levels $\pm\tfrac52$ have eigenvectors $u=(3,1)$ and $v=(1,-3)$, and

$$X=\begin{pmatrix}3&-9\\1&-3\end{pmatrix},\qquad wX-[F,X]=\begin{pmatrix}0&-36\\-4&0\end{pmatrix}=4\,[G,X].$$

Both vectors have length $\sqrt{10}$, so normalised states give $X/10$.

## A decaying system without real levels

Let $H=\mathrm{diag}(-i,\,1-i)$, as for two states that decay at the same rate. The matrix $X$ with a single 1 in row 2, column 1 satisfies $[H,X]=X$, so the commutator equation is solvable at $w=1$. Yet $H$ has no real eigenvalue, hence no level in the sense above. The equivalence thus fails for arbitrary complex matrices; what is missing in this example is a real spectrum, which Hermiticity supplies.

## The Hamiltonian and its transitions in Lean

In the code `n` is the finite set of basis labels, and its number of elements is the $n$ used above.

```lean
import Mathlib

open Matrix
open scoped Kronecker

namespace EigenfieldEquation

noncomputable section

variable {n : Type*} [Fintype n] [DecidableEq n]
```

The Hamiltonian takes a real field strength, which is converted to a complex number to multiply `G`.

```lean
/-- The spin Hamiltonian `F + B G` in a static field of strength `B`. -/
def fieldHamiltonian (F G : Matrix n n ℂ) (B : ℝ) : Matrix n n ℂ :=
  F + (B : ℂ) • G
```

A level is real by definition, and its eigenvector need not be normalised.

```lean
/-- The real number `E` is an energy level of `H`: some nonzero state `v` obeys `H v = E v`. -/
def IsLevel (H : Matrix n n ℂ) (E : ℝ) : Prop :=
  ∃ v : n → ℂ, v ≠ 0 ∧ H *ᵥ v = (E : ℂ) • v
```

The name `IsTransition` is broader than its spectroscopic use: it requires only an energy match, with no selection rule and no condition that the levels differ.

```lean
/-- The frequency `w` (in energy units) is a difference of two energy levels of `H`. -/
def IsTransition (H : Matrix n n ℂ) (w : ℝ) : Prop :=
  ∃ E E' : ℝ, IsLevel H E ∧ IsLevel H E' ∧ E - E' = w
```

A measured line takes more than an energy match: its strength depends on the transition moment and on the population difference between the two levels. A resonance field shows up in the spectrum only if the microwave field couples the two states, and no hypothesis below concerns that coupling.

The next two definitions are $A^\times$ and the matrix whose determinant is $D(B)$. The order of the Kronecker factors belongs to the row-by-row listing of $X$; stacking columns would exchange them.

```lean
/-- The commutator `X ↦ A X - X A` as a matrix on Liouville space. -/
def commSuper (A : Matrix n n ℂ) : Matrix (n × n) (n × n) ℂ :=
  A ⊗ₖ (1 : Matrix n n ℂ) - (1 : Matrix n n ℂ) ⊗ₖ Aᵀ

/-- The Liouville-space matrix of `X ↦ w X - [F, X] - B [G, X]`. -/
def eigenfieldMatrix (F G : Matrix n n ℂ) (w B : ℝ) : Matrix (n × n) (n × n) ℂ :=
  (w : ℂ) • (1 : Matrix (n × n) (n × n) ℂ) - commSuper F - (B : ℂ) • commSuper G
```

## Commutator solutions and level differences

The ladder step holds for any square `H`. The proof rewrites $HX$ as $XH+wX$, applies both sides to $v$ and collects the scalars.

```lean
omit [DecidableEq n] in
/-- If `[H, X] = w X`, then `X` carries a solution of `H v = E v` to a solution with
energy `E + w`. -/
theorem ladder {H X : Matrix n n ℂ} {w E : ℝ} {v : n → ℂ}
    (hX : H * X - X * H = (w : ℂ) • X) (hv : H *ᵥ v = (E : ℂ) • v) :
    H *ᵥ (X *ᵥ v) = ((E + w : ℝ) : ℂ) • (X *ᵥ v) := by
  have h : H * X = X * H + (w : ℂ) • X := by rw [← hX]; abel
  rw [Matrix.mulVec_mulVec, h, Matrix.add_mulVec, ← Matrix.mulVec_mulVec, hv,
    Matrix.mulVec_smul, Matrix.smul_mulVec]
  push_cast
  module
```

Hermiticity enters with the eigenbasis. The lemma states $Xv\neq0$, which already forces $v\neq0$. Its proof assumes the contrary, regards `X` as a linear map `L`, and shows that `L` vanishes on the eigenvector basis and hence everywhere. Applying it to the unit vectors then shows that each column of `X` is zero.

```lean
/-- A nonzero operator `X` cannot annihilate every eigenvector of a Hermitian `H`. -/
theorem exists_eigenvector_not_killed {H X : Matrix n n ℂ} (hH : H.IsHermitian)
    (hX : X ≠ 0) :
    ∃ (E : ℝ) (v : n → ℂ), H *ᵥ v = (E : ℂ) • v ∧ X *ᵥ v ≠ 0 := by
  by_contra hcon
  push Not at hcon
  -- `X` vanishes on the eigenbasis of `H`, hence everywhere
  let L : EuclideanSpace ℂ n →ₗ[ℂ] (n → ℂ) :=
    X.mulVecLin ∘ₗ (WithLp.linearEquiv 2 ℂ (n → ℂ)).toLinearMap
  have hL : L = 0 := by
    refine hH.eigenvectorBasis.toBasis.ext fun j => ?_
    rw [OrthonormalBasis.coe_toBasis]
    exact hcon (hH.eigenvalues j) _
      ((hH.mulVec_eigenvectorBasis j).trans (by ext i; simp))
  apply hX
  ext i j
  have h : X *ᵥ (Pi.single j 1) = 0 :=
    LinearMap.congr_fun hL (WithLp.toLp 2 (Pi.single j 1))
  simpa using congrFun h i
```

The central equivalence is proved in two halves. The first combines the two lemmas to produce the levels `E + w` and `E`. The second uses `Matrix.vecMulVec u (star v)`, which is $|u\rangle\langle v|$. It is nonzero because some $u_i$ and some $v_j$ are nonzero. The auxiliary fact `hv'` is $\langle v|H=E'\langle v|$, and `h3` and `h4` compute the entries of $HX$ and $XH$.

```lean
/-- For Hermitian `H`, the equation `H X - X H = w X` has a nonzero solution `X` if and only
if `w` is a difference of two energy levels of `H`. -/
theorem commutator_eigen_iff {H : Matrix n n ℂ} (hH : H.IsHermitian) (w : ℝ) :
    (∃ X : Matrix n n ℂ, X ≠ 0 ∧ H * X - X * H = (w : ℂ) • X) ↔ IsTransition H w := by
  constructor
  · rintro ⟨X, hX, h⟩
    obtain ⟨E, v, hv, hXv⟩ := exists_eigenvector_not_killed hH hX
    have hv0 : v ≠ 0 := by
      rintro rfl
      exact hXv (Matrix.mulVec_zero X)
    exact ⟨E + w, E, ⟨X *ᵥ v, hXv, ladder h hv⟩, ⟨v, hv0, hv⟩, by ring⟩
  · rintro ⟨E, E', ⟨u, hu0, hu⟩, ⟨v, hv0, hv⟩, rfl⟩
    -- the transition operator `|u⟩⟨v|`
    refine ⟨Matrix.vecMulVec u (star v), ?_, ?_⟩
    · intro h0
      obtain ⟨i, hi⟩ := Function.ne_iff.mp hu0
      obtain ⟨j, hj⟩ := Function.ne_iff.mp hv0
      have h := congrFun (congrFun h0 i) j
      exact mul_ne_zero hi (star_ne_zero.mpr hj) h
    · have hv' : star v ᵥ* H = (E' : ℂ) • star v := by
        have h := Matrix.star_mulVec H v
        rw [hH.eq, hv] at h
        rw [← h]
        ext i
        simp
      ext i j
      have h1 : ∑ k, H i k * u k = (E : ℂ) * u i := congrFun hu i
      have h2 : ∑ k, star v k * H k j = (E' : ℂ) * star v j := congrFun hv' j
      have h3 : (H * Matrix.vecMulVec u (star v)) i j = (E : ℂ) * u i * star v j := by
        simp only [Matrix.mul_apply, Matrix.vecMulVec_apply, ← mul_assoc]
        rw [← Finset.sum_mul, h1]
      have h4 : (Matrix.vecMulVec u (star v) * H) i j = u i * ((E' : ℂ) * star v j) := by
        simp only [Matrix.mul_apply, Matrix.vecMulVec_apply, mul_assoc]
        rw [← Finset.mul_sum, h2]
      rw [Matrix.sub_apply, h3, h4, Matrix.smul_apply, Matrix.vecMulVec_apply, smul_eq_mul]
      push_cast
      ring
```

## The eigenfield equation and its determinant

The next theorem is the claim derived above. Its proof checks that $F+BG$ is Hermitian, applies the previous equivalence, and splits the commutator into its field-free and field-linear parts in the step `e`.

```lean
/-- For Hermitian `F` and `G`, the field `B` brings a transition of `F + B G` into resonance
with `w` if and only if `w X - [F, X] = B [G, X]` has a nonzero solution `X`. -/
theorem resonance_iff_eigenfield {F G : Matrix n n ℂ} (hF : F.IsHermitian)
    (hG : G.IsHermitian) (w B : ℝ) :
    IsTransition (fieldHamiltonian F G B) w ↔
      ∃ X : Matrix n n ℂ, X ≠ 0 ∧
        (w : ℂ) • X - (F * X - X * F) = (B : ℂ) • (G * X - X * G) := by
  have hH : (fieldHamiltonian F G B).IsHermitian := by
    change (F + (B : ℂ) • G)ᴴ = F + (B : ℂ) • G
    simp [Matrix.conjTranspose_smul, hF.eq, hG.eq]
  rw [← commutator_eigen_iff hH]
  refine exists_congr fun X => and_congr_right fun _ => ?_
  -- separate the field-free and the field-linear part of the commutator
  have e : fieldHamiltonian F G B * X - X * fieldHamiltonian F G B
      = (F * X - X * F) + (B : ℂ) • (G * X - X * G) := by
    simp only [fieldHamiltonian, add_mul, mul_add, Matrix.smul_mul, Matrix.mul_smul, smul_sub]
    abel
  rw [e, sub_eq_iff_eq_add']
  exact eq_comm
```

To pass to Liouville space, one needs to know that `commSuper A` acts on the listed entries as the commutator. The facts `h1` and `h2` evaluate the two Kronecker terms, as in the double sum over $k,l$.

```lean
/-- On the list of entries of `X`, the matrix `commSuper A` acts as the commutator
`A X - X A`. -/
theorem commSuper_mulVec (A X : Matrix n n ℂ) :
    commSuper A *ᵥ (fun p => X p.1 p.2) = fun p => (A * X - X * A) p.1 p.2 := by
  ext ⟨i, j⟩
  have h1 : ((A ⊗ₖ (1 : Matrix n n ℂ)) *ᵥ (fun p => X p.1 p.2)) (i, j) = (A * X) i j := by
    simp [Matrix.mulVec, dotProduct, Fintype.sum_prod_type, Matrix.one_apply, Matrix.mul_apply]
  have h2 : (((1 : Matrix n n ℂ) ⊗ₖ Aᵀ) *ᵥ (fun p => X p.1 p.2)) (i, j) = (X * A) i j := by
    simp only [Matrix.mulVec, dotProduct, Matrix.kroneckerMap_apply,
      Fintype.sum_prod_type_right, Matrix.one_apply, Matrix.transpose_apply, Matrix.mul_apply]
    refine Finset.sum_congr rfl fun l _ => ?_
    simp [mul_comm]
  rw [commSuper, Matrix.sub_mulVec, Pi.sub_apply, h1, h2, Matrix.sub_apply]
```

The determinant criterion follows. Here `key` identifies the action of the eigenfield matrix with $X\mapsto wX-[F,X]-B[G,X]$. A square matrix has determinant zero exactly when it sends some nonzero vector to zero, and the two halves of the proof translate between such vectors and nonzero matrices `X`.

```lean
/-- For Hermitian `F` and `G`, the resonance fields at frequency `w` are the real zeros `B` of
the determinant of the Liouville-space eigenfield matrix. -/
theorem resonance_iff_det {F G : Matrix n n ℂ} (hF : F.IsHermitian)
    (hG : G.IsHermitian) (w B : ℝ) :
    IsTransition (fieldHamiltonian F G B) w ↔ (eigenfieldMatrix F G w B).det = 0 := by
  have key (X : Matrix n n ℂ) : eigenfieldMatrix F G w B *ᵥ (fun p => X p.1 p.2) =
      fun p => ((w : ℂ) • X - (F * X - X * F) - (B : ℂ) • (G * X - X * G)) p.1 p.2 := by
    simp only [eigenfieldMatrix, Matrix.sub_mulVec, Matrix.smul_mulVec, Matrix.one_mulVec,
      commSuper_mulVec]
    rfl
  rw [resonance_iff_eigenfield hF hG, ← Matrix.exists_mulVec_eq_zero_iff]
  constructor
  · rintro ⟨X, hX, h⟩
    refine ⟨fun p => X p.1 p.2, fun h0 => hX (by ext i j; exact congrFun h0 (i, j)), ?_⟩
    rw [key, h, sub_self]
    rfl
  · rintro ⟨x, hx, h⟩
    refine ⟨Matrix.of fun i j => x (i, j),
      fun h0 => hx (funext fun p => congrFun (congrFun h0 p.1) p.2), ?_⟩
    rw [← sub_eq_zero]
    ext i j
    exact (congrFun (key _) (i, j)).symm.trans (congrFun h (i, j))
```

## Counting the resonance fields

The last theorem assumes one off-resonance field `B₀`. Some such condition is needed: for $w=0$ and $n\ge1$ every field counts as resonant, since a level differs from itself by zero. The conclusion states finiteness separately because `ncard` assigns the value 0 to an infinite set. Distinct fields are counted, whatever their multiplicity as roots.

```lean
/-- For Hermitian `F` and `G` of size `n`, if at least one field `B₀` is off resonance at
frequency `w`, then there are at most `n ^ 2` resonance fields. -/
theorem resonance_fields_card_le {F G : Matrix n n ℂ} (hF : F.IsHermitian)
    (hG : G.IsHermitian) (w B₀ : ℝ) (h₀ : ¬ IsTransition (fieldHamiltonian F G B₀) w) :
    {B : ℝ | IsTransition (fieldHamiltonian F G B) w}.Finite ∧
      {B : ℝ | IsTransition (fieldHamiltonian F G B) w}.ncard ≤ Fintype.card n ^ 2 := by
  -- the determinant as a polynomial in the field
  let M : Matrix (n × n) (n × n) (Polynomial ℂ) :=
    (Polynomial.X : Polynomial ℂ) • (-commSuper G).map Polynomial.C +
      ((w : ℂ) • (1 : Matrix (n × n) (n × n) ℂ) - commSuper F).map Polynomial.C
  have hev (B : ℝ) : M.det.eval (B : ℂ) = (eigenfieldMatrix F G w B).det := by
    rw [← Polynomial.coe_evalRingHom, RingHom.map_det]
    congr 1
    ext p q
    simp only [M, eigenfieldMatrix, RingHom.mapMatrix_apply, Matrix.map_apply,
      Matrix.add_apply, Matrix.sub_apply, Matrix.neg_apply, Matrix.smul_apply, smul_eq_mul,
      Polynomial.coe_evalRingHom, Polynomial.eval_add, Polynomial.eval_mul,
      Polynomial.eval_X, Polynomial.eval_C]
    ring
  have hM : M.det ≠ 0 := fun h => h₀ <| by
    rw [resonance_iff_det hF hG, ← hev, h, Polynomial.eval_zero]
  have hsub : Complex.ofReal '' {B : ℝ | IsTransition (fieldHamiltonian F G B) w} ⊆
      (M.det.roots.toFinset : Set ℂ) := by
    rintro _ ⟨B, hB, rfl⟩
    rw [Finset.mem_coe, Multiset.mem_toFinset, Polynomial.mem_roots hM, Polynomial.IsRoot.def,
      hev]
    exact (resonance_iff_det hF hG w B).mp hB
  refine ⟨((Finset.finite_toSet _).subset hsub).of_finite_image
    Complex.ofReal_injective.injOn, ?_⟩
  rw [← Set.ncard_image_of_injective _ Complex.ofReal_injective]
  calc _ ≤ (M.det.roots.toFinset : Set ℂ).ncard :=
        Set.ncard_le_ncard hsub (Finset.finite_toSet _)
    _ = M.det.roots.toFinset.card := Set.ncard_coe_finset _
    _ ≤ M.det.natDegree := (Multiset.toFinset_card_le _).trans (Polynomial.card_roots' _)
    _ ≤ Fintype.card (n × n) := Polynomial.natDegree_det_X_add_C_le _ _
    _ = Fintype.card n ^ 2 := by rw [Fintype.card_prod, sq]

end

end EigenfieldEquation
```

The matrix `M` has polynomial entries, with `Polynomial.X` standing for the field and not for the operator $X$. The step `hev` shows that evaluating its determinant at $B$ gives $D(B)$, and `hM` uses `B₀` to show that this polynomial is nonzero. Every resonance field is then one of its complex roots, whose number is bounded by the degree and so by $n^2$.

The bound is generous. A rank argument, left unformalised here, lowers the degree to at most $n^2-n$, because $G^\times$ annihilates at least $n$ independent operators; the two-state example, with two resonance fields, reaches that value.

```lean
#print axioms EigenfieldEquation.resonance_fields_card_le
```

```
'EigenfieldEquation.resonance_fields_card_le' depends on axioms: [propext, Classical.choice, Quot.sound]
```
